# The sublattice sign rule for RKKY coupling on a finite half-filled bipartite lattice

At positive temperature, the RKKY coupling between two magnetic impurities is a sum over imaginary (Matsubara) frequencies of products of electron propagators. In general the terms can differ in sign and partly cancel, so a single term does not settle whether the two spins prefer to be parallel or antiparallel. For non-interacting electrons on a finite bipartite lattice at half filling, with real, spin-independent hopping and no on-site energies, all terms that do not vanish have the same sign, and the two sublattice labels determine it.

```lean
import Mathlib

open Matrix ComplexConjugate

noncomputable section

namespace RKKYSublattice

variable {ι : Type*} [Fintype ι] [DecidableEq ι]
```

The finite type `ι` is the set of lattice sites. No geometry or periodicity is assumed.

```lean
/-- A real symmetric hopping matrix `H` with sublattice signs `s = ±1` that reverse it:
`D H D = -H` for `D = diag s`. -/
structure IsBipartite (H : Matrix ι ι ℝ) (s : ι → ℝ) : Prop where
  symm : H.IsSymm
  sign : ∀ i, s i = 1 ∨ s i = -1
  anti : Matrix.diagonal s * H * Matrix.diagonal s = -H
```

`IsBipartite H s` collects three assumptions: H is real and symmetric, each s_i is +1 or −1, and DHD = −H with D = diag(s). In entries, the last one reads

s_i H_ij s_j = −H_ij.

Hence H_ij = 0 whenever s_i = s_j. Electrons hop only between sublattices, and there are no on-site energies. Complex hopping, as in a magnetic field, is excluded.

```lean
/-- The matrix `i w - H` at imaginary frequency `i w`, with zero chemical potential. -/
def kernel (H : Matrix ι ι ℝ) (w : ℝ) : Matrix ι ι ℂ :=
  (Complex.I * (w : ℂ)) • (1 : Matrix ι ι ℂ) - H.map Complex.ofReal
```

This is the matrix M = iw − H. The absence of a chemical potential, together with DHD = −H, expresses half filling.

```lean
/-- The propagator `G = (i w - H)⁻¹`, for `i w - H` invertible. -/
def green (H : Matrix ι ι ℝ) (w : ℝ) : Matrix ι ι ℂ := (kernel H w)⁻¹
```

The propagator is G = M⁻¹. Lean assigns an "inverse" even to a singular matrix, so invertibility has to be proved, as it is below.

```lean
/-- The fermionic Matsubara frequency `(2 n + 1) π T`. -/
def matsubara (T : ℝ) (n : ℤ) : ℝ := (2 * (n : ℝ) + 1) * Real.pi * T
```

These are the frequencies w_n = (2n+1)πT, in units with ħ = k_B = 1.

```lean
/-- The RKKY coupling of spins at sites `i` and `j`, with local exchange `K` and temperature
`T > 0`, up to a positive factor set by convention. -/
def coupling (H : Matrix ι ι ℝ) (K T : ℝ) (i j : ι) : ℝ :=
  K ^ 2 * T * ∑' n : ℤ, (green H (matsubara T n) i j * green H (matsubara T n) j i).re
```

The symbol `∑'` is an infinite sum, here over all integers n:

J_ij = K² T Σ_n Re(G_ij G_ji).

K is the local exchange between an impurity spin and the electrons at its site. Both electron spin directions are assumed to have the same hopping matrix H, with no hopping that flips the spin. This second-order expression is taken as the definition of the coupling and is not derived from a Hamiltonian. With energy J_ij S_i·S_j, negative J_ij favours parallel spins.

## Why the propagator exists and stays bounded

```lean
omit [Fintype ι] in
lemma kernel_apply (H : Matrix ι ι ℝ) (w : ℝ) (i j : ι) :
    kernel H w i j = Complex.I * w * (if i = j then 1 else 0) - (H i j : ℂ) := by
  simp [kernel, Matrix.one_apply]
```

This lemma gives the entries M_ij = iw δ_ij − H_ij.

```lean
/-- For symmetric `H` and any complex vector `v`, the imaginary part of `v† (i w - H) v` is `w`
times the squared norm of `v`. -/
theorem im_expectation {H : Matrix ι ι ℝ} (hH : H.IsSymm) (w : ℝ) (v : ι → ℂ) :
    ∑ i, (conj (v i) * (kernel H w *ᵥ v) i).im = w * ∑ i, Complex.normSq (v i) := by
  -- the Hermitian part contributes an antisymmetric double sum
  have h0 : ∑ i, ∑ j, H i j * ((v i).re * (v j).im - (v i).im * (v j).re) = 0 := by
    have hs : ∑ i, ∑ j, H i j * ((v i).re * (v j).im - (v i).im * (v j).re)
        = -∑ i, ∑ j, H i j * ((v i).re * (v j).im - (v i).im * (v j).re) := by
      conv_lhs => rw [Finset.sum_comm]
      rw [← Finset.sum_neg_distrib]
      refine Finset.sum_congr rfl fun i _ => ?_
      rw [← Finset.sum_neg_distrib]
      refine Finset.sum_congr rfl fun j _ => ?_
      rw [hH.apply i j]
      ring
    linarith
  have h1 : ∀ i, (conj (v i) * (kernel H w *ᵥ v) i).im = w * Complex.normSq (v i)
      - ∑ j, H i j * ((v i).re * (v j).im - (v i).im * (v j).re) := by
    intro i
    have he : (kernel H w *ᵥ v) i = Complex.I * w * v i - ∑ j, (H i j : ℂ) * v j := by
      rw [kernel, Matrix.sub_mulVec, Matrix.smul_mulVec, Matrix.one_mulVec]
      simp [Matrix.mulVec, dotProduct]
    have hre : (∑ j, (H i j : ℂ) * v j).re = ∑ j, H i j * (v j).re := by
      simp [Complex.re_sum]
    have him : (∑ j, (H i j : ℂ) * v j).im = ∑ j, H i j * (v j).im := by
      simp [Complex.im_sum]
    have hsum : ∑ j, H i j * ((v i).re * (v j).im - (v i).im * (v j).re)
        = (v i).re * ∑ j, H i j * (v j).im - (v i).im * ∑ j, H i j * (v j).re := by
      rw [Finset.mul_sum, Finset.mul_sum, ← Finset.sum_sub_distrib]
      exact Finset.sum_congr rfl fun j _ => by ring
    rw [he, hsum, ← hre, ← him]
    simp only [Complex.mul_im, Complex.mul_re, Complex.sub_im, Complex.sub_re, Complex.conj_re,
      Complex.conj_im, Complex.I_re, Complex.I_im, Complex.ofReal_re, Complex.ofReal_im,
      Complex.normSq_apply]
    ring
  rw [Finset.sum_congr rfl fun i _ => h1 i, Finset.sum_sub_distrib, h0, Finset.mul_sum, sub_zero]
```

For any complex vector v,

Σ_i conj(v_i)(Mv)_i = iw Σ_i |v_i|² − Σ_ij conj(v_i) H_ij v_j.

The imaginary part of the last sum is

Σ_ij H_ij (Re v_i Im v_j − Im v_i Re v_j).

Exchanging i and j reverses its sign, because H is symmetric, so it vanishes. That is `h0`. The step `h1` does the expansion site by site, and what remains is w Σ_i |v_i|².

```lean
/-- For symmetric `H` and `w ≠ 0` the propagator is a true inverse of `i w - H`. -/
theorem kernel_mul_green {H : Matrix ι ι ℝ} (hH : H.IsSymm) {w : ℝ} (hw : w ≠ 0) :
    kernel H w * green H w = 1 := by
  refine Matrix.mul_nonsing_inv _ (isUnit_iff_ne_zero.mpr fun hdet => ?_)
  obtain ⟨v, hv, hMv⟩ := Matrix.exists_mulVec_eq_zero_iff.mpr hdet
  have h := im_expectation hH w v
  simp only [hMv, Pi.zero_apply, mul_zero, Complex.zero_im, Finset.sum_const_zero] at h
  have hN := (mul_eq_zero.mp h.symm).resolve_left hw
  have hz := (Finset.sum_eq_zero_iff_of_nonneg fun i _ => Complex.normSq_nonneg (v i)).mp hN
  exact hv (funext fun i => Complex.normSq_eq_zero.mp (hz i (Finset.mem_univ i)))
```

If det M were zero, some v ≠ 0 would satisfy Mv = 0. The previous identity would then give w Σ_i |v_i|² = 0, and since w ≠ 0, v = 0. This contradiction shows that MG = 1, even when H has zero modes.

```lean
/-- For symmetric `H` and `w ≠ 0`, every propagator entry obeys `|G_ij|² ≤ 1 / w²`. -/
theorem green_bound {H : Matrix ι ι ℝ} (hH : H.IsSymm) {w : ℝ} (hw : w ≠ 0) (i j : ι) :
    Complex.normSq (green H w i j) ≤ 1 / w ^ 2 := by
  have h := im_expectation hH w (fun k => green H w k j)
  have hcol : ∀ k, (kernel H w *ᵥ fun k => green H w k j) k = (1 : Matrix ι ι ℂ) k j := by
    intro k
    rw [← kernel_mul_green hH hw]
    rfl
  have hle : ∀ k, Complex.normSq (green H w k j) ≤ ∑ l, Complex.normSq (green H w l j) :=
    fun k => Finset.single_le_sum (f := fun l => Complex.normSq (green H w l j))
      (fun l _ => Complex.normSq_nonneg _) (Finset.mem_univ k)
  simp only [hcol] at h
  have hl : ∑ k, (conj (green H w k j) * (1 : Matrix ι ι ℂ) k j).im
      = -(green H w j j).im := by
    rw [Finset.sum_eq_single j]
    · rw [Matrix.one_apply_eq, mul_one, Complex.conj_im]
    · intro k _ hk
      rw [Matrix.one_apply_ne hk, mul_zero, Complex.zero_im]
    · intro hj
      exact absurd (Finset.mem_univ j) hj
  rw [hl] at h
  have hi := hle i
  have hj := hle j
  have hN0 := (Complex.normSq_nonneg (green H w i j)).trans hi
  generalize ∑ l, Complex.normSq (green H w l j) = N at h hi hj hN0
  rw [Complex.normSq_apply (green H w j j)] at hj
  have h3 : w ^ 2 * N * N ≤ N := by
    have h2 : w ^ 2 * N * N = (green H w j j).im * (green H w j j).im := by
      linear_combination (-(w * N) + (green H w j j).im) * h
    rw [h2]
    linarith [mul_self_nonneg (green H w j j).re]
  have h4 : w ^ 2 * N ≤ 1 := by
    by_contra hc
    have hc' := lt_of_not_ge hc
    have hNpos : 0 < N := by
      rcases hN0.eq_or_lt with h0 | h0
      · rw [← h0] at hc'
        norm_num at hc'
      · exact h0
    linarith [mul_lt_mul_of_pos_right hc' hNpos]
  have hw2 : 0 < w ^ 2 := by positivity
  rw [le_div_iff₀ hw2]
  linarith [mul_le_mul_of_nonneg_left hi hw2.le]
```

Take v to be column j of G, and let N = Σ_k |G_kj|². Since Mv is the unit vector at j, the same identity gives

−Im G_jj = wN.

Squaring,

w²N² = (Im G_jj)² ≤ |G_jj|² ≤ N.

So w²N ≤ 1 (trivially if N = 0), and |G_ij|² ≤ N ≤ 1/w². The steps `h3` and `h4` are w²N² ≤ N and w²N ≤ 1.

## How the sublattice fixes the phase

```lean
/-- For a symmetric hopping matrix, propagation from `i` to `j` equals propagation from `j`
to `i`. -/
theorem green_symm {H : Matrix ι ι ℝ} (hH : H.IsSymm) (w : ℝ) (i j : ι) :
    green H w j i = green H w i j := by
  have hT : (kernel H w)ᵀ = kernel H w := by
    ext a b
    rw [Matrix.transpose_apply, kernel_apply, kernel_apply, hH.apply a b]
    by_cases hab : a = b
    · subst hab
      rfl
    · rw [if_neg hab, if_neg (Ne.symm hab)]
  have h := congr_fun (congr_fun (Matrix.transpose_nonsing_inv (kernel H w)) i) j
  rw [hT] at h
  exact h
```

M equals its transpose, so its inverse does too: G_ji = G_ij.

```lean
/-- Any inverse `X` of `i w - H` on a bipartite lattice satisfies
`X_ij = -s_i s_j conj X_ij`. -/
theorem sublattice_relation {H : Matrix ι ι ℝ} {s : ι → ℝ} (hb : IsBipartite H s) {w : ℝ}
    {X : Matrix ι ι ℂ} (hX : kernel H w * X = 1) (i j : ι) :
    X i j = -((s i : ℂ) * s j * conj (X i j)) := by
  have hsq : ∀ k, s k * s k = 1 := fun k => by
    rcases hb.sign k with h | h <;> rw [h] <;> norm_num
  -- moving a sublattice sign through the kernel conjugates it
  have flip : ∀ k m, kernel H w k m * (s m : ℂ) = -((s k : ℂ) * conj (kernel H w k m)) := by
    intro k m
    have ha := congr_fun (congr_fun hb.anti k) m
    rw [Matrix.mul_diagonal, Matrix.diagonal_mul, Matrix.neg_apply] at ha
    have hr : H k m * s m = -(s k * H k m) := by
      linear_combination s k * ha - H k m * s m * hsq k
    have hc : (H k m : ℂ) * s m = -((s k : ℂ) * H k m) := by exact_mod_cast hr
    rw [kernel_apply]
    by_cases h : k = m
    · subst h
      rw [if_pos rfl]
      simp only [map_sub, map_mul, map_one, Complex.conj_I, Complex.conj_ofReal]
      linear_combination -hc
    · rw [if_neg h]
      simp only [map_sub, map_mul, map_zero, Complex.conj_I, Complex.conj_ofReal]
      linear_combination -hc
  have hN : kernel H w * Matrix.of (fun k l => -((s k : ℂ) * s l * conj (X k l))) = 1 := by
    ext k l
    rw [Matrix.mul_apply]
    calc _ = ∑ m, (s k : ℂ) * s l * conj (kernel H w k m * X m l) := by
          refine Finset.sum_congr rfl fun m _ => ?_
          rw [Matrix.of_apply, map_mul]
          linear_combination (-(s l : ℂ) * conj (X m l)) * flip k m
      _ = (s k : ℂ) * s l * conj ((kernel H w * X) k l) := by
          rw [Matrix.mul_apply, map_sum, Finset.mul_sum]
      _ = (1 : Matrix ι ι ℂ) k l := by
          rw [hX]
          by_cases h : k = l
          · subst h
            rw [Matrix.one_apply_eq, map_one, mul_one]
            exact_mod_cast hsq k
          · rw [Matrix.one_apply_ne h, map_zero, mul_zero]
  -- the inverse is unique
  have hXN := (Matrix.inv_eq_right_inv hX).symm.trans (Matrix.inv_eq_right_inv hN)
  exact congr_fun (congr_fun hXN i) j
```

Here X is any matrix with MX = 1. The sublattice condition gives `flip`:

M_km s_m = −s_k conj(M_km).

Now try Y_ml = −s_m s_l conj(X_ml) as another inverse:

Σ_m M_km Y_ml = s_k s_l conj(Σ_m M_km X_ml) = s_k s_l δ_kl = δ_kl.

This is `hN`. An inverse is unique, so X = Y, which gives

G_ij = −s_i s_j conj(G_ij).

Thus G_ij is purely imaginary within a sublattice and real between sublattices.

```lean
lemma sign_mul {H : Matrix ι ι ℝ} {s : ι → ℝ} (hb : IsBipartite H s) (i j : ι) :
    (s i = s j → s i * s j = 1) ∧ (s i ≠ s j → s i * s j = -1) := by
  rcases hb.sign i with a | a <;> rcases hb.sign j with b | b <;> rw [a, b] <;> norm_num
```

The product s_i s_j is +1 for equal signs and −1 for different ones.

```lean
/-- On a bipartite lattice at `w ≠ 0` the propagator exists and `G_ij G_ji = -s_i s_j |G_ij|²`,
which is real, nonpositive on equal sublattices and nonnegative on opposite ones. -/
theorem green_product_sign {H : Matrix ι ι ℝ} {s : ι → ℝ} (hb : IsBipartite H s) {w : ℝ}
    (hw : w ≠ 0) (i j : ι) :
    kernel H w * green H w = 1 ∧
    green H w i j * green H w j i = ((-(s i * s j) * Complex.normSq (green H w i j) : ℝ) : ℂ) ∧
    (s i = s j → (green H w i j * green H w j i).re ≤ 0) ∧
    (s i ≠ s j → 0 ≤ (green H w i j * green H w j i).re) := by
  have hG := kernel_mul_green hb.symm hw
  have hp : green H w i j * green H w j i
      = ((-(s i * s j) * Complex.normSq (green H w i j) : ℝ) : ℂ) := by
    rw [green_symm hb.symm w i j]
    push_cast
    rw [← Complex.mul_conj]
    linear_combination green H w i j * sublattice_relation hb hG i j
  have h0 := Complex.normSq_nonneg (green H w i j)
  refine ⟨hG, hp, fun h => ?_, fun h => ?_⟩
  · rw [hp, Complex.ofReal_re, (sign_mul hb i j).1 h]
    linarith
  · rw [hp, Complex.ofReal_re, (sign_mul hb i j).2 h]
    linarith
```

The symbol `∧` means "and": the theorem states invertibility, the product formula and the two sign rules together. Symmetry and the phase relation give

G_ij G_ji = G_ij² = −s_i s_j |G_ij|².

The tactic `linear_combination` performs this step by multiplying the phase relation by G_ij. The product is therefore real, nonpositive for equal signs and nonnegative for opposite ones.

## From one frequency to the coupling

```lean
lemma matsubara_ne_zero {T : ℝ} (hT : 0 < T) (n : ℤ) : matsubara T n ≠ 0 := by
  have h : ((2 * n + 1 : ℤ) : ℝ) ≠ 0 := Int.cast_ne_zero.mpr (by omega)
  push_cast at h
  exact mul_ne_zero (mul_ne_zero h Real.pi_ne_zero) hT.ne'
```

An odd integer is never zero, so w_n ≠ 0 when T > 0.

```lean
/-- For symmetric `H` and positive temperature the Matsubara sum of `|G_ij|²` converges. -/
theorem summable_green {H : Matrix ι ι ℝ} (hH : H.IsSymm) {T : ℝ} (hT : 0 < T) (i j : ι) :
    Summable fun n : ℤ => Complex.normSq (green H (matsubara T n) i j) := by
  have hbase : Summable fun n : ℤ => 1 / ((2 * n + 1 : ℤ) : ℝ) ^ 2 :=
    (Real.summable_one_div_int_pow.mpr one_lt_two).comp_injective
      (i := fun n : ℤ => 2 * n + 1) (fun a b h => by dsimp only at h; omega)
  refine Summable.of_nonneg_of_le (fun n => Complex.normSq_nonneg _) (fun n => ?_)
    (hbase.mul_left (1 / (Real.pi * T) ^ 2))
  have e : 1 / (Real.pi * T) ^ 2 * (1 / ((2 * n + 1 : ℤ) : ℝ) ^ 2) = 1 / matsubara T n ^ 2 := by
    rw [div_mul_div_comm, one_mul, matsubara]
    push_cast
    congr 1
    ring
  rw [e]
  exact green_bound hH (matsubara_ne_zero hT n) i j
```

The bound on G gives

|G_ij(w_n)|² ≤ 1/[(πT)²(2n+1)²],

and the right-hand side has a finite sum over n.

```lean
/-- On a bipartite lattice with `K ≠ 0` and `T > 0`, if the propagator between two sites is nonzero
at some Matsubara frequency, their RKKY coupling is negative on equal sublattices and positive on
opposite ones. -/
theorem coupling_sign {H : Matrix ι ι ℝ} {s : ι → ℝ} (hb : IsBipartite H s) {K T : ℝ}
    (hK : K ≠ 0) (hT : 0 < T) {i j : ι} (hG : ∃ n, green H (matsubara T n) i j ≠ 0) :
    (s i = s j → coupling H K T i j < 0) ∧ (s i ≠ s j → 0 < coupling H K T i j) := by
  obtain ⟨m, hm⟩ := hG
  have hpos : 0 < ∑' n : ℤ, Complex.normSq (green H (matsubara T n) i j) :=
    (summable_green hb.symm hT i j).tsum_pos (fun n => Complex.normSq_nonneg _) m
      (Complex.normSq_pos.mpr hm)
  have ht : ∀ n : ℤ, (green H (matsubara T n) i j * green H (matsubara T n) j i).re
      = -(s i * s j) * Complex.normSq (green H (matsubara T n) i j) := fun n => by
    rw [(green_product_sign hb (matsubara_ne_zero hT n) i j).2.1, Complex.ofReal_re]
  have hJ : coupling H K T i j = -(s i * s j) *
      (K ^ 2 * T * ∑' n : ℤ, Complex.normSq (green H (matsubara T n) i j)) := by
    rw [coupling, tsum_congr ht, tsum_mul_left]
    ring
  have hP : 0 < K ^ 2 * T * ∑' n : ℤ, Complex.normSq (green H (matsubara T n) i j) := by
    positivity
  refine ⟨fun h => ?_, fun h => ?_⟩
  · rw [hJ, (sign_mul hb i j).1 h]
    linarith
  · rw [hJ, (sign_mul hb i j).2 h]
    linarith
```

Summing the product formula yields `hJ`:

J_ij = −s_i s_j K² T Σ_n |G_ij(w_n)|².

The series converges, its terms are nonnegative, and by `hG` at least one is positive. With K ≠ 0 and T > 0, the coupling is strictly negative within a sublattice and strictly positive between sublattices. This offers a sign check for numerical RKKY calculations in finite, non-interacting, half-filled bipartite models with real, spin-independent hopping and no on-site energies, at positive temperature.

## Two sites, and the limit of no hopping

```lean
/-- The two-site dimer with hopping `t` is bipartite with signs `+1, -1`, and its propagator is
`-(i w + H) / (w² + t²)` for `w ≠ 0`. -/
theorem dimer_witness (t : ℝ) {w : ℝ} (hw : w ≠ 0) :
    IsBipartite !![0, t; t, 0] ![1, -1] ∧
    green !![0, t; t, 0] w = (-(1 / ((w : ℂ) ^ 2 + (t : ℂ) ^ 2))) •
      !![Complex.I * (w : ℂ), (t : ℂ); (t : ℂ), Complex.I * (w : ℂ)] := by
  refine ⟨⟨?_, ?_, ?_⟩, ?_⟩
  · ext i j
    fin_cases i <;> fin_cases j <;> simp
  · intro i
    fin_cases i <;> simp
  · ext i j
    fin_cases i <;> fin_cases j <;> simp [Matrix.mul_diagonal, Matrix.diagonal_mul]
  · have hd : (w : ℂ) ^ 2 + (t : ℂ) ^ 2 ≠ 0 := by
      have hr : w ^ 2 + t ^ 2 ≠ 0 := by positivity
      exact_mod_cast hr
    have hM : kernel !![0, t; t, 0] w *
        !![Complex.I * (w : ℂ), (t : ℂ); (t : ℂ), Complex.I * (w : ℂ)]
        = (-((w : ℂ) ^ 2 + (t : ℂ) ^ 2)) • (1 : Matrix (Fin 2) (Fin 2) ℂ) := by
      ext i j
      fin_cases i <;> fin_cases j <;>
        simp [kernel_apply, Matrix.mul_apply, Fin.sum_univ_two] <;>
        ring_nf <;> simp [Complex.I_sq]
      ring
    refine Matrix.inv_eq_right_inv ?_
    have hc : -(1 / ((w : ℂ) ^ 2 + (t : ℂ) ^ 2)) * -((w : ℂ) ^ 2 + (t : ℂ) ^ 2) = 1 := by
      rw [neg_mul_neg, one_div, inv_mul_cancel₀ hd]
    rw [Matrix.mul_smul, hM, smul_smul, hc, one_smul]

end RKKYSublattice
```

For two sites joined by hopping t, H² = t², so

(iw − H)(iw + H) = −(w² + t²).

Dividing gives G = −(iw + H)/(w² + t²), and `hM` is the matrix product above. Labelling the sites 1 and 2,

G_11² = −w²/(w² + t²)²
G_12 G_21 = t²/(w² + t²)².

Both signs follow the rule. At t = 0 the sites decouple: G_12 vanishes at every frequency and so does J_12. This is an example of what the nonzero-propagator hypothesis of `coupling_sign` excludes.

```lean
#print axioms RKKYSublattice.coupling_sign
```

```
'RKKYSublattice.coupling_sign' depends on axioms: [propext, Classical.choice, Quot.sound]
```
